# Bounding the static response of a gapped finite system by a double commutator

Q: A self-consistent calculation on a small-gap system oscillates: charge sloshes from one side of the cell to the other, and I reduce the mixing parameter until it stops. How far I must go depends on the static response, but that is a sum over all excited states. You claim to bound it by one commutator entry and a gap. What is the system?

A: A finite set of levels with real energies E_i, and a Hermitian perturbation V. The indices `ι` label the levels, which are states of the whole system: for several electrons they are many-electron states, not orbitals.

```lean
import Mathlib

open Matrix Filter Topology

namespace StaticResponseGapBound

noncomputable section

variable {ι : Type*} [Fintype ι] [DecidableEq ι]
```

H is written in its own eigenbasis, as a complex matrix with real diagonal.

```lean
/-- The Hamiltonian with energy levels `E`, written in its eigenbasis. -/
def hamiltonian (E : ι → ℝ) : Matrix ι ι ℂ := Matrix.diagonal (fun i => (E i : ℂ))
```

Q: And the two quantities compared?

A: The first is the matrix [V,[H,V]], of which we need the diagonal entry at the reference level g.

```lean
/-- The double commutator `[V, [H, V]]`. -/
def doubleCommutator (E : ι → ℝ) (V : Matrix ι ι ℂ) : Matrix ι ι ℂ :=
  V * (hamiltonian E * V - V * hamiltonian E) - (hamiltonian E * V - V * hamiltonian E) * V
```

The second is the response. With Δ_n = E_n − E_g, it is

α = 2 Σ_{n≠g} |V_ng|²/Δ_n.

In Lean, `Finset.univ.erase g` is the set of levels other than g.

```lean
/-- The static response of level `g` to the perturbation `V`, as a sum over the other levels. -/
def staticResponse (E : ι → ℝ) (V : Matrix ι ι ℂ) (g : ι) : ℝ :=
  2 * ∑ n ∈ Finset.univ.erase g, ‖V n g‖ ^ 2 / (E n - E g)
```

For the sloshing I use a one-parameter model: the potential is xV, the external amplitude is x_ext, and v is the interaction strength. Here H describes electrons that move independently in a fixed potential; their interaction enters only through v. The induced change of ⟨V⟩ is −αx to first order, so the output amplitude is x_ext − vαx, and a fraction β of the residual is mixed in.

```lean
/-- One linear mixing step with parameter `β` for the amplitude `x` of a potential, where `a` is
the static response, `v` the interaction strength and `xext` the external amplitude. -/
def mixStep (β v a xext x : ℝ) : ℝ := x + β * (xext - v * a * x - x)
```

Q: You have named a sum "static response". Why is it one?

A: Perturb H by V. The first-order state ψ, with ψ_g = 0, obeys the Sternheimer equation

(H − E_g)ψ = −(V − V_gg)e_g,

where e_g is the reference state, `Pi.single g 1` in the code. Its component on n ≠ g gives ψ_n = −V_ng/Δ_n. Hermiticity gives V_gn V_ng = |V_ng|², which is the first lemma, so

2 Re (Vψ)_g = −2 Σ_{n≠g} |V_ng|²/Δ_n = −α.

```lean
omit [Fintype ι] [DecidableEq ι] in
/-- For a Hermitian matrix, the product of opposite entries is a squared modulus. -/
lemma entry_mul_entry {V : Matrix ι ι ℂ} (hV : V.IsHermitian) (g n : ι) :
    V g n * V n g = (‖V n g‖ : ℂ) ^ 2 := by
  have h : V g n = star (V n g) := (hV.apply g n).symm
  rw [h]
  exact Complex.conj_mul' _
```

The theorem takes any such ψ and assumes Δ_n ≠ 0 for n ≠ g, with either sign allowed. The proof drops the g term, solves for each ψ n, and sums.

```lean
/-- If `ψ` solves the first-order (Sternheimer) equation and has no component on level `g`, the
first-order change of the expectation value of `V` is minus the static response. -/
theorem sternheimer_response {E : ι → ℝ} {V : Matrix ι ι ℂ} {g : ι} (hV : V.IsHermitian)
    (hE : ∀ n, n ≠ g → E n - E g ≠ 0) (ψ : ι → ℂ) (hg : ψ g = 0)
    (hψ : hamiltonian E *ᵥ ψ - (E g : ℂ) • ψ
      = -(V *ᵥ Pi.single g 1 - V g g • Pi.single g 1)) :
    2 * ((V *ᵥ ψ) g).re = -staticResponse E V g := by
  have hs : (V *ᵥ ψ) g
      = ((-(∑ n ∈ Finset.univ.erase g, ‖V n g‖ ^ 2 / (E n - E g)) : ℝ) : ℂ) := by
    change ∑ n, V g n * ψ n = _
    rw [← Finset.add_sum_erase _ _ (Finset.mem_univ g), hg, mul_zero, zero_add]
    push_cast
    rw [← Finset.sum_neg_distrib]
    refine Finset.sum_congr rfl fun n hn => ?_
    have hn' := Finset.ne_of_mem_erase hn
    have hne : (E n : ℂ) - E g ≠ 0 := by exact_mod_cast hE n hn'
    -- the component of the Sternheimer equation on level `n`
    have h := congrFun hψ n
    simp [hamiltonian, Matrix.mulVec_diagonal, hn'] at h
    have h2 : ψ n = -V n g / ((E n : ℂ) - E g) :=
      eq_div_of_mul_eq hne (by linear_combination h)
    rw [h2, ← entry_mul_entry hV g n]
    ring
  rw [hs, Complex.ofReal_re, staticResponse]
  ring
```

Q: Where does the commutator enter?

A: The inner commutator has entries [H,V]_ij = (E_i − E_j)V_ij. Therefore

[V,[H,V]]_gg = Σ_n (V_gn Δ_n V_ng + Δ_n V_gn V_ng) = 2 Σ_n Δ_n |V_ng|².

Writing Δ_n = D²/Δ_n + (Δ_n² − D²)/Δ_n for n ≠ g splits this into

[V,[H,V]]_gg = D²α + 2 Σ_{n≠g} |V_ng|² (Δ_n² − D²)/Δ_n.

In the proof, `hC` is the entry formula and `hR` recombines the two sums.

```lean
/-- If no other level has the energy of `g`, the diagonal entry of the double commutator at `g` is
`D ^ 2` times the static response plus twice the sum of `‖V n g‖ ^ 2 * (d ^ 2 - D ^ 2) / d` over the
other levels `n`, where `d = E n - E g`. -/
theorem doubleCommutator_decomposition {E : ι → ℝ} {V : Matrix ι ι ℂ} {g : ι}
    (hV : V.IsHermitian) (hE : ∀ n, n ≠ g → E n - E g ≠ 0) (D : ℝ) :
    doubleCommutator E V g g = ((D ^ 2 * staticResponse E V g + 2 * ∑ n ∈ Finset.univ.erase g,
      ‖V n g‖ ^ 2 * ((E n - E g) ^ 2 - D ^ 2) / (E n - E g) : ℝ) : ℂ) := by
  -- the two sums combine into one energy-weighted sum
  have hR : D ^ 2 * staticResponse E V g + 2 * ∑ n ∈ Finset.univ.erase g,
      ‖V n g‖ ^ 2 * ((E n - E g) ^ 2 - D ^ 2) / (E n - E g)
      = ∑ n, 2 * (E n - E g) * ‖V n g‖ ^ 2 := by
    rw [← Finset.add_sum_erase _ _ (Finset.mem_univ g)]
    simp only [staticResponse, Finset.mul_sum, sub_self, mul_zero, zero_mul, zero_add]
    rw [← Finset.sum_add_distrib]
    refine Finset.sum_congr rfl fun n hn => ?_
    have hne := hE n (Finset.ne_of_mem_erase hn)
    generalize E n - E g = d at hne ⊢
    field_simp
    ring
  -- matrix elements of the inner commutator
  have hC : ∀ i j, (hamiltonian E * V - V * hamiltonian E) i j
      = ((E i : ℂ) - E j) * V i j := by
    intro i j
    rw [Matrix.sub_apply, hamiltonian, Matrix.diagonal_mul, Matrix.mul_diagonal]
    ring
  rw [hR, doubleCommutator, Matrix.sub_apply, Matrix.mul_apply, Matrix.mul_apply,
    ← Finset.sum_sub_distrib]
  push_cast
  refine Finset.sum_congr rfl fun n _ => ?_
  rw [hC, hC]
  linear_combination (2 * ((E n : ℂ) - E g)) * entry_mul_entry hV g n
```

Q: So the gap only has to fix a sign?

A: Yes. If Δ_n ≥ D > 0, every term of the last sum is nonnegative.

```lean
/-- A transition with energy `d` at least `D` contributes a nonnegative excess. -/
lemma excess_nonneg {D d : ℝ} (hD : 0 < D) (hd : D ≤ d) (z : ℂ) :
    0 ≤ ‖z‖ ^ 2 * (d ^ 2 - D ^ 2) / d :=
  div_nonneg (mul_nonneg (sq_nonneg _) (by nlinarith)) (by linarith)
```

Dropping that sum and dividing by D² gives

α ≤ [V,[H,V]]_gg/D².

The hypothesis `hgap` places g below every other level by at least D; D may be any positive lower bound on the gap. Since the matrix is complex, the theorem also states that the entry has zero imaginary part, and then compares its real part.

```lean
/-- With all excitation energies at least `D`, the diagonal entry of `[V, [H, V]]` is real, and
the static response is at most this entry divided by `D ^ 2`. -/
theorem staticResponse_le {E : ι → ℝ} {V : Matrix ι ι ℂ} {g : ι} {D : ℝ}
    (hV : V.IsHermitian) (hD : 0 < D) (hgap : ∀ n, n ≠ g → D ≤ E n - E g) :
    (doubleCommutator E V g g).im = 0 ∧
      staticResponse E V g ≤ (doubleCommutator E V g g).re / D ^ 2 := by
  rw [doubleCommutator_decomposition hV (fun n hn => (hD.trans_le (hgap n hn)).ne') D]
  refine ⟨Complex.ofReal_im _, ?_⟩
  rw [Complex.ofReal_re, le_div_iff₀ (by positivity)]
  have hS := Finset.sum_nonneg fun n (hn : n ∈ Finset.univ.erase g) =>
    excess_nonneg hD (hgap n (Finset.ne_of_mem_erase hn)) (V n g)
  linarith
```

Q: How much is lost?

A: Nothing, exactly when V couples g only to levels at Δ_n = D. Equality makes a sum of nonnegative terms vanish, hence each term; where V_ng ≠ 0, this leaves (Δ_n − D)(Δ_n + D) = 0, and the second factor is positive. Conversely, such couplings make every excess term zero.

```lean
/-- The bound is an equality exactly when `V` couples level `g` only to levels at excitation
energy `D`. -/
theorem staticResponse_eq_iff {E : ι → ℝ} {V : Matrix ι ι ℂ} {g : ι} {D : ℝ}
    (hV : V.IsHermitian) (hD : 0 < D) (hgap : ∀ n, n ≠ g → D ≤ E n - E g) :
    staticResponse E V g = (doubleCommutator E V g g).re / D ^ 2 ↔
      ∀ n, n ≠ g → V n g ≠ 0 → E n - E g = D := by
  rw [doubleCommutator_decomposition hV (fun n hn => (hD.trans_le (hgap n hn)).ne') D,
    Complex.ofReal_re, eq_div_iff (pow_ne_zero 2 hD.ne')]
  constructor
  · intro h n hn hVn
    -- a vanishing sum of nonnegative terms vanishes term by term
    have h0 := (Finset.sum_eq_zero_iff_of_nonneg
      fun n (hn : n ∈ Finset.univ.erase g) =>
        excess_nonneg hD (hgap n (Finset.ne_of_mem_erase hn)) (V n g)).1
      (by linarith) n (Finset.mem_erase.2 ⟨hn, Finset.mem_univ n⟩)
    have hd := hgap n hn
    rcases div_eq_zero_iff.1 h0 with h1 | h1
    · rcases mul_eq_zero.1 h1 with h2 | h2
      · exact absurd h2 (pow_ne_zero 2 (norm_ne_zero_iff.2 hVn))
      · have h3 : (E n - E g - D) * (E n - E g + D) = 0 := by linear_combination h2
        rcases mul_eq_zero.1 h3 with h4 | h4 <;> linarith
    · linarith
  · intro h
    rw [Finset.sum_eq_zero]
    · ring
    · intro n hn
      by_cases hVn : V n g = 0
      · simp [hVn]
      · rw [h n (Finset.ne_of_mem_erase hn) hVn]
        simp
```

Two levels, 0 and D, with off-diagonal coupling 1 show it: α = 2/D and the commutator entry is 2D. With a single level, both sides are zero.

```lean
/-- A two-level system with gap `D` and a purely off-diagonal perturbation attains the bound. -/
theorem twoLevel_witness {D : ℝ} (hD : 0 < D) :
    staticResponse ![0, D] !![0, 1; 1, 0] 0
      = (doubleCommutator ![0, D] !![0, 1; 1, 0] 0 0).re / D ^ 2 := by
  refine (staticResponse_eq_iff (Matrix.IsHermitian.ext fun i j => ?_) hD ?_).2 ?_
  · fin_cases i <;> fin_cases j <;> simp
  · simp [Fin.forall_fin_two]
  · simp [Fin.forall_fin_two]
```

Q: Back to my oscillating run. What does this give me?

A: A safe step size within the model. The fixed point is y = x_ext/(1 + vα), and one step gives

x_{k+1} − y = (1 − β(1 + vα))(x_k − y).

The error tends to zero if 0 < β(1 + vα) < 2. For v ≥ 0, which stands for feedback that opposes the applied potential, the bound on α makes this sufficient:

β(1 + v[V,[H,V]]_gg/D²) < 2, with β > 0.

The proof obtains |1 − β(1 + vα)| < 1 as `hq`, and `hiter` establishes the geometric error by induction.

```lean
/-- For `v ≥ 0`, linear mixing converges to the screened amplitude `xext / (1 + v * α)`, with `α`
the static response, when the mixing parameter is positive and obeys a bound set by `v`, the double
commutator and a lower bound `D` on the gap. -/
theorem mixing_converges {E : ι → ℝ} {V : Matrix ι ι ℂ} {g : ι} {D β v : ℝ}
    (hV : V.IsHermitian) (hD : 0 < D) (hgap : ∀ n, n ≠ g → D ≤ E n - E g)
    (hv : 0 ≤ v) (hβ : 0 < β)
    (hstep : β * (1 + v * ((doubleCommutator E V g g).re / D ^ 2)) < 2) (xext x₀ : ℝ) :
    Tendsto (fun k : ℕ => (mixStep β v (staticResponse E V g) xext)^[k] x₀) atTop
      (𝓝 (xext / (1 + v * staticResponse E V g))) := by
  have hle := (staticResponse_le hV hD hgap).2
  have ha : 0 ≤ staticResponse E V g :=
    mul_nonneg zero_le_two (Finset.sum_nonneg fun n hn =>
      div_nonneg (sq_nonneg _) (hD.le.trans (hgap n (Finset.ne_of_mem_erase hn))))
  generalize staticResponse E V g = a at hle ha ⊢
  have hε : 0 < 1 + v * a := by positivity
  have hub : β * (1 + v * a) < 2 := lt_of_le_of_lt (by gcongr) hstep
  have hq : |1 - β * (1 + v * a)| < 1 := by
    have hpos := mul_pos hβ hε
    rw [abs_lt]
    constructor <;> linarith
  have hfix : xext / (1 + v * a) * (1 + v * a) = xext := div_mul_cancel₀ _ hε.ne'
  generalize xext / (1 + v * a) = y at hfix ⊢
  -- the error is multiplied by the same factor in every step
  have hiter : ∀ k : ℕ, (mixStep β v a xext)^[k] x₀
      = y + (1 - β * (1 + v * a)) ^ k * (x₀ - y) := by
    intro k
    induction k with
    | zero => simp
    | succ k ih =>
      rw [Function.iterate_succ_apply', ih, mixStep, pow_succ]
      linear_combination (-β) * hfix
  simp only [hiter]
  simpa using ((tendsto_pow_atTop_nhds_zero_of_abs_lt_one hq).mul_const (x₀ - y)).const_add y

end

end StaticResponseGapBound
```

```lean
#print axioms StaticResponseGapBound.sternheimer_response
-- 'StaticResponseGapBound.sternheimer_response' depends on axioms: [propext, Classical.choice, Quot.sound]
#print axioms StaticResponseGapBound.doubleCommutator_decomposition
-- 'StaticResponseGapBound.doubleCommutator_decomposition' depends on axioms: [propext, Classical.choice, Quot.sound]
#print axioms StaticResponseGapBound.mixing_converges
-- 'StaticResponseGapBound.mixing_converges' depends on axioms: [propext, Classical.choice, Quot.sound]
```

Q: Could a code evaluate that condition without the excited states?

A: Given v and a lower bound D on the gap, yes. Set φ = V e_g; the entry is

2(⟨φ|H|φ⟩ − E_g⟨φ|φ⟩),

which costs one application of V and one of H. For independent electrons in a single determinant and a one-electron V, the entry is the sum of this expression over the occupied spin orbitals, with the one-electron Hamiltonian and the orbital energies, and D is a lower bound on the gap between occupied and empty orbitals. The cost is one application of V and one of the Hamiltonian per occupied orbital.

Q: But my code mixes a whole density, not one amplitude.

A: Then the condition is a heuristic for choosing β, not a guarantee. Even in the model it is sufficient but not necessary: if V couples g only to levels far above the gap, it can demand much smaller steps than convergence requires. The model has finitely many levels, a linear response and a single fixed potential shape; coupling between different shapes is absent.
